# For continuous A, the ordered product of the factors 1 + A(j/N)/N converges to U(1), where U′ = AU and U(0) = 1

When a group of n bands is followed along a path in the Brillouin zone, many small changes of frame are multiplied in path order. The limit of such products can serve as the definition of the path-ordered exponential, or it can be a theorem about an independently defined transport. Here the transport U is defined by a differential equation, and convergence of the products is the theorem.

Let u₁(t), …, uₙ(t) be an orthonormal, continuously differentiable frame of the band group, with t running from 0 to 1 along the path. A state Σ_b c_b u_b is parallel transported when its derivative has no component inside the group, which gives

c_a′ = Σ_b A_ab c_b, with A_ab = −⟨u_a|u_b′⟩.

The letter A thus stands for i times the usual Berry connection i⟨u_a|u_b′⟩. U(1) is the transport matrix at t = 1, not the group of phases. The theorems start from A; the step from a Hamiltonian to a differentiable frame, and so to A, is left to the user. The factors treated here are 1 + A(j/N)/N. Numerical work usually multiplies overlap matrices ⟨u_a(t + 1/N)|u_b(t)⟩ instead; these agree with 1 + A(t)/N to first order in 1/N, but the theorems do not cover their product.

The estimates need only a norm with ‖XY‖ ≤ ‖X‖‖Y‖, so they are stated in a real normed algebra `𝔸`, which later becomes the complex n × n matrices.

```lean
import Mathlib

open Set Filter Topology

namespace PathOrderedProduct

noncomputable section

variable {𝔸 : Type*} [NormedRing 𝔸] [NormedAlgebra ℝ 𝔸]
```

## The product and the transport

Write P_k for the product of the first k factors on a grid of N steps:

P_0 = 1,
P_{k+1} = (1 + A(k/N)/N) P_k.

Each new factor stands on the left, as it must when matrices act on column vectors. In Lean, P_k is `orderedProduct A N k`, and the full product is `orderedProduct A N N`.

```lean
/-- The product of the first `k` factors `1 + A(j/N)/N`, `j = 0, …, k-1`, with later factors on the
left, for a grid of `N ≥ 1` steps. For `N = 0` every factor is 1, because Lean sets `1/0 = 0`. -/
def orderedProduct (A : ℝ → 𝔸) (N : ℕ) : ℕ → 𝔸
  | 0 => 1
  | k + 1 => (1 + (1 / (N : ℝ)) • A ((k : ℝ) / N)) * orderedProduct A N k
```

The transport satisfies

U′(t) = A(t) U(t) for 0 ≤ t ≤ 1, U(0) = 1.

`IsTransport A U` says exactly this, with one-sided derivatives at the two ends. A and U are functions on the whole real line, but only their values on [0,1] matter. That U exists is a hypothesis of the general theorems. A need not be anti-Hermitian, nor U unitary.

```lean
/-- `U` is the transport generated by `A` on `[0,1]`: it solves `U' = A U` with `U(0) = 1`. -/
structure IsTransport (A U : ℝ → 𝔸) : Prop where
  init : U 0 = 1
  deriv : ∀ t ∈ Icc (0 : ℝ) 1, HasDerivWithinAt U (A t * U t) (Icc 0 1) t
```

## The error of one step

Fix t ≤ s and suppose that A(r)U(r) differs from A(t)U(t) by at most ε for all r between them. Subtract the linear motion from U:

G(r) = U(r) − (r − t) A(t)U(t),
G′(r) = A(r)U(r) − A(t)U(t), so ‖G′(r)‖ ≤ ε.

The mean value inequality gives ‖G(s) − G(t)‖ ≤ ε(s − t), and

G(s) − G(t) = U(s) − (1 + (s − t)A(t)) U(t).

This is the error of a single factor. In the proof, `hd` is the derivative of G, and `e` is the last identity.

```lean
/-- If `A U` varies by at most `ε` from its initial value during a step from `t` to `s` within
`[0,1]`, one factor `1 + (s - t) A(t)` reproduces the transport up to an error `ε (s - t)`. -/
theorem step_error {A U : ℝ → 𝔸} (hU : IsTransport A U) {t s ε : ℝ}
    (ht : 0 ≤ t) (hts : t ≤ s) (hs : s ≤ 1)
    (hε : ∀ r ∈ Icc t s, ‖A r * U r - A t * U t‖ ≤ ε) :
    ‖U s - (1 + (s - t) • A t) * U t‖ ≤ ε * (s - t) := by
  have hsub : Icc t s ⊆ Icc (0 : ℝ) 1 := Icc_subset_Icc ht hs
  -- subtract the linear motion and apply the mean value inequality
  have hd : ∀ r ∈ Icc t s, HasDerivWithinAt (fun r => U r - (r - t) • (A t * U t))
      (A r * U r - A t * U t) (Icc t s) r := by
    intro r hr
    have h1 := (hU.deriv r (hsub hr)).mono hsub
    have h2 : HasDerivWithinAt (fun r : ℝ => (r - t) • (A t * U t))
        ((1 : ℝ) • (A t * U t)) (Icc t s) r :=
      (((hasDerivAt_id' r).sub_const t).smul_const _).hasDerivWithinAt
    rw [one_smul] at h2
    exact h1.sub h2
  have h := Convex.norm_image_sub_le_of_norm_hasDerivWithin_le hd hε (convex_Icc t s)
    (left_mem_Icc.2 hts) (right_mem_Icc.2 hts)
  rw [Real.norm_eq_abs, abs_of_nonneg (sub_nonneg.2 hts)] at h
  have e : U s - (1 + (s - t) • A t) * U t
      = (U s - (s - t) • (A t * U t)) - (U t - (t - t) • (A t * U t)) := by
    simp only [add_mul, one_mul, smul_mul_assoc, sub_self, zero_smul, sub_zero]
    abel
  rw [e]
  exact h
```

## Accumulation over the grid

Put h = 1/N, t = k/N and e_k = P_k − U(t). Let d_k = U(t + h) − (1 + hA(t))U(t) be the error of the next step, with ‖d_k‖ ≤ εh. Then

e_{k+1} = (1 + hA(t)) e_k − d_k.

If ‖A‖ ≤ M on [0,1], it follows that

‖e_{k+1}‖ ≤ (1 + hM)‖e_k‖ + εh.

The claim is ‖e_k‖ ≤ ε t exp(Mt). It holds at k = 0, where the error vanishes. For the induction step, use 1 + hM ≤ exp(Mh) and 1 ≤ exp(M(t + h)):

‖e_{k+1}‖ ≤ ε t exp(M(t + h)) + εh exp(M(t + h)) = ε(t + h) exp(M(t + h)).

The Lean identity `split` is the recursion for the error. `g1` inserts the induction hypothesis, `g2` absorbs the growth factor into the exponential, and `g3` treats the new error.

```lean
/-- If `‖A‖ ≤ M` on `[0,1]` and `A U` varies by at most `ε` over distances up to `1/N`, the ordered
product of the first `k` factors, with `k ≤ N` and `N ≥ 1`, differs from the transport at `t = k/N`
by at most `ε t exp(M t)`. -/
theorem grid_error {A U : ℝ → 𝔸} (hU : IsTransport A U) {M ε : ℝ} {N : ℕ} (hN : 0 < N)
    (hM : ∀ t ∈ Icc (0 : ℝ) 1, ‖A t‖ ≤ M)
    (hε : ∀ s ∈ Icc (0 : ℝ) 1, ∀ t ∈ Icc (0 : ℝ) 1, |s - t| ≤ 1 / (N : ℝ) →
      ‖A s * U s - A t * U t‖ ≤ ε) (k : ℕ) (hk : k ≤ N) :
    ‖orderedProduct A N k - U ((k : ℝ) / N)‖
      ≤ ε * ((k : ℝ) / N) * Real.exp (M * ((k : ℝ) / N)) := by
  have hN' : (0 : ℝ) < N := by exact_mod_cast hN
  have h0 : (0 : ℝ) ∈ Icc (0 : ℝ) 1 := ⟨le_rfl, zero_le_one⟩
  have hM0 : 0 ≤ M := (norm_nonneg _).trans (hM 0 h0)
  have hε0 : 0 ≤ ε := (norm_nonneg _).trans (hε 0 h0 0 h0 (by simp))
  induction k with
  | zero => simp [orderedProduct, hU.init]
  | succ k ih =>
    have ih' := ih (by omega)
    have hkN : (k : ℝ) + 1 ≤ N := by exact_mod_cast hk
    have hs : ((k + 1 : ℕ) : ℝ) / N = (k : ℝ) / N + 1 / (N : ℝ) := by
      push_cast
      ring
    have hs1 : (k : ℝ) / N + 1 / (N : ℝ) ≤ 1 := by
      rw [← add_div, div_le_one hN']
      exact hkN
    have ht0 : 0 ≤ (k : ℝ) / N := by positivity
    have hh : 0 < 1 / (N : ℝ) := by positivity
    have hrec : orderedProduct A N (k + 1)
        = (1 + (1 / (N : ℝ)) • A ((k : ℝ) / N)) * orderedProduct A N k := rfl
    rw [hs, hrec]
    clear hrec hs ih
    set t : ℝ := (k : ℝ) / N
    set h : ℝ := 1 / (N : ℝ)
    have htI : t ∈ Icc (0 : ℝ) 1 := ⟨ht0, by linarith⟩
    have hstep := step_error hU (t := t) (s := t + h) (ε := ε) ht0 (by linarith) hs1
      (fun r hr => hε r ⟨by linarith [hr.1], by linarith [hr.2]⟩ t htI
        (by rw [abs_of_nonneg (by linarith [hr.1])]; linarith [hr.2]))
    rw [add_sub_cancel_left] at hstep
    -- new error = propagated old error minus the error of this step
    have split : (1 + h • A t) * orderedProduct A N k - U (t + h)
        = ((orderedProduct A N k - U t) + h • (A t * (orderedProduct A N k - U t)))
          - (U (t + h) - (1 + h • A t) * U t) := by
      simp only [add_mul, one_mul, smul_mul_assoc, mul_sub, smul_sub]
      abel
    rw [split]
    set e := orderedProduct A N k - U t
    have h1 : ‖h • (A t * e)‖ ≤ h * (M * ‖e‖) := by
      rw [norm_smul, Real.norm_of_nonneg hh.le]
      exact mul_le_mul_of_nonneg_left ((norm_mul_le _ _).trans
        (mul_le_mul_of_nonneg_right (hM t htI) (norm_nonneg _))) hh.le
    have h2 := norm_sub_le (e + h • (A t * e)) (U (t + h) - (1 + h • A t) * U t)
    have h3 := norm_add_le e (h • (A t * e))
    have g1 : (1 + h * M) * ‖e‖ ≤ (1 + h * M) * (ε * t * Real.exp (M * t)) :=
      mul_le_mul_of_nonneg_left ih' (by positivity)
    have g2 : (1 + h * M) * (ε * t * Real.exp (M * t))
        ≤ ε * t * Real.exp (M * (t + h)) := by
      have hexp : Real.exp (M * (t + h)) = Real.exp (M * t) * Real.exp (M * h) := by
        rw [← Real.exp_add, mul_add]
      have p : 0 ≤ ε * t * Real.exp (M * t) := by positivity
      rw [hexp]
      linarith [mul_le_mul_of_nonneg_left (Real.add_one_le_exp (M * h)) p]
    have g3 : ε * h ≤ ε * h * Real.exp (M * (t + h)) :=
      le_mul_of_one_le_right (by positivity) (Real.one_le_exp (by positivity))
    linarith
```

## Convergence for a continuous generator

At k = N the bound reads

‖P_N − U(1)‖ ≤ ε exp(M).

U is differentiable and hence continuous, so AU is continuous on the compact interval [0,1] and therefore uniformly continuous there. Given η > 0, take ε = η/(2 exp(M)). For all sufficiently large N, AU varies by at most ε over distances up to 1/N, and the error is at most η/2. The proof obtains M from compactness and δ from uniform continuity, then takes N large enough that 1/N < δ.

```lean
/-- In any real normed algebra, if `A` is continuous on `[0,1]` and has a transport `U`, the ordered
product with `N` steps converges to `U(1)` as `N → ∞`. -/
theorem tendsto_orderedProduct {A U : ℝ → 𝔸} (hA : ContinuousOn A (Icc 0 1))
    (hU : IsTransport A U) :
    Tendsto (fun N : ℕ => orderedProduct A N N) atTop (𝓝 (U 1)) := by
  have hUc : ContinuousOn U (Icc 0 1) := fun t ht => (hU.deriv t ht).continuousWithinAt
  obtain ⟨M, hM⟩ := isCompact_Icc.exists_bound_of_continuousOn hA
  -- `A U` is uniformly continuous on the compact interval
  have huc := Metric.uniformContinuousOn_iff.1
    (isCompact_Icc.uniformContinuousOn_of_continuous (hA.mul hUc))
  rw [Metric.tendsto_atTop]
  intro η hη
  obtain ⟨δ, hδ, hF⟩ := huc (η / 2 / Real.exp M) (by positivity)
  obtain ⟨m, hm⟩ := exists_nat_one_div_lt hδ
  refine ⟨m + 1, fun N hN => ?_⟩
  have hN0 : 0 < N := by omega
  have hN' : (N : ℝ) ≠ 0 := by exact_mod_cast hN0.ne'
  have hle : 1 / (N : ℝ) ≤ 1 / ((m : ℝ) + 1) :=
    one_div_le_one_div_of_le (by positivity) (by exact_mod_cast hN)
  have hb := grid_error hU hN0 hM (ε := η / 2 / Real.exp M) (fun s hs t ht hst => by
    have h := hF s hs t ht (by rw [Real.dist_eq]; linarith)
    rw [dist_eq_norm] at h
    exact h.le) N le_rfl
  rw [div_self hN', mul_one, mul_one, div_mul_cancel₀ _ (Real.exp_pos M).ne'] at hb
  rw [dist_eq_norm]
  linarith
```

## An error bound of order 1/N

A rate follows if A is Lipschitz, ‖A(s) − A(t)‖ ≤ K|s − t|, and ‖U‖ ≤ C on [0,1]. Since ‖U′‖ ≤ MC, U is Lipschitz with constant MC. Splitting the difference as

A(s)U(s) − A(t)U(t) = (A(s) − A(t))U(s) + A(t)(U(s) − U(t))

gives the bound (K + M²)C|s − t|. With ε = (K + M²)C/N, the grid estimate becomes

‖P_N − U(1)‖ ≤ (K + M²) C exp(M) / N.

Doubling the number of steps halves this bound. In Lean, `hL` is the Lipschitz estimate for U, and the `calc` block carries out the splitting.

```lean
/-- If `A` is Lipschitz with constant `K` on `[0,1]`, with `‖A‖ ≤ M` and `‖U‖ ≤ C` there, the
ordered product with `N ≥ 1` steps has an error of at most `(K + M²) C exp(M) / N`. -/
theorem error_of_lipschitz {A U : ℝ → 𝔸} (hU : IsTransport A U) {K M C : ℝ} {N : ℕ}
    (hN : 0 < N) (hK : ∀ s ∈ Icc (0 : ℝ) 1, ∀ t ∈ Icc (0 : ℝ) 1, ‖A s - A t‖ ≤ K * |s - t|)
    (hM : ∀ t ∈ Icc (0 : ℝ) 1, ‖A t‖ ≤ M) (hC : ∀ t ∈ Icc (0 : ℝ) 1, ‖U t‖ ≤ C) :
    ‖orderedProduct A N N - U 1‖ ≤ (K + M ^ 2) * C * Real.exp M / N := by
  have h0 : (0 : ℝ) ∈ Icc (0 : ℝ) 1 := ⟨le_rfl, zero_le_one⟩
  have h1 : (1 : ℝ) ∈ Icc (0 : ℝ) 1 := ⟨zero_le_one, le_rfl⟩
  have hM0 : 0 ≤ M := (norm_nonneg _).trans (hM 0 h0)
  have hC0 : 0 ≤ C := (norm_nonneg _).trans (hC 0 h0)
  have hK0 : 0 ≤ K := by simpa using (norm_nonneg _).trans (hK 1 h1 0 h0)
  have hN' : (N : ℝ) ≠ 0 := by exact_mod_cast hN.ne'
  have hb := grid_error hU hN hM (ε := (K + M ^ 2) * C * (1 / N)) (fun s hs t ht hst => by
    -- the transport itself is Lipschitz with constant `M C`
    have hL : ‖U s - U t‖ ≤ M * C * |s - t| :=
      Convex.norm_image_sub_le_of_norm_hasDerivWithin_le hU.deriv
        (fun r hr => (norm_mul_le _ _).trans
          (mul_le_mul (hM r hr) (hC r hr) (norm_nonneg _) hM0)) (convex_Icc 0 1) ht hs
    have e : A s * U s - A t * U t = (A s - A t) * U s + A t * (U s - U t) := by
      noncomm_ring
    calc ‖A s * U s - A t * U t‖
        ≤ ‖A s - A t‖ * ‖U s‖ + ‖A t‖ * ‖U s - U t‖ := by
          rw [e]
          exact (norm_add_le _ _).trans (add_le_add (norm_mul_le _ _) (norm_mul_le _ _))
      _ ≤ K * |s - t| * C + M * (M * C * |s - t|) :=
          add_le_add (mul_le_mul (hK s hs t ht) (hC s hs) (norm_nonneg _) (by positivity))
            (mul_le_mul (hM t ht) hL (norm_nonneg _) hM0)
      _ = (K + M ^ 2) * C * |s - t| := by ring
      _ ≤ (K + M ^ 2) * C * (1 / N) :=
          mul_le_mul_of_nonneg_left hst (by positivity)) N le_rfl
  rw [div_self hN', mul_one, mul_one] at hb
  exact hb.trans_eq (by ring)
```

## Constant generators and the matrix norm

If A(t) = a for all t, every factor is the same and

P_k = (1 + a/N)^k,

by induction on k. The code after this lemma gives matrices the largest absolute row sum as their norm. In finite dimension this choice does not affect which sequences converge.

```lean
/-- For a constant generator the ordered product is a power of a single factor. -/
theorem orderedProduct_const (a : 𝔸) (N k : ℕ) :
    orderedProduct (fun _ => a) N k = (1 + (1 / (N : ℝ)) • a) ^ k := by
  induction k with
  | zero => simp [orderedProduct]
  | succ k ih => rw [orderedProduct, ih, pow_succ']

attribute [local instance] Matrix.linftyOpNormedRing Matrix.linftyOpNormedAlgebra
```

## The limit for complex matrices

For complex matrices of any finite size, with A continuous on [0,1] and U its transport,

P_N → U(1) as N → ∞.

For a closed path and a frame that returns to itself, U(1) is the Wilson loop matrix of the finite band group. If the path crosses the zone by a reciprocal lattice vector G, cell-periodic functions u_a return in the sense that u_a(1) = exp(−iG·r) u_a(0). The same statement applies to a finite-dimensional Schrödinger equation over a time T, with A(t) = −iT H(tT)/ħ: the product of explicit Euler steps converges to the propagator if H is continuous in time, although a single step with H ≠ 0 is not unitary.

```lean
variable {n : Type*} [Fintype n] [DecidableEq n]

/-- For a continuous complex matrix function `A` on `[0,1]` and the solution `U` of `U' = A U`,
`U(0) = 1`, the product of `1 + A(j/N)/N` over `j = 0, …, N-1`, later factors on the left,
tends to `U(1)`. -/
theorem matrix_path_ordered_limit {A U : ℝ → Matrix n n ℂ}
    (hA : ContinuousOn A (Icc 0 1)) (hU : IsTransport A U) :
    Tendsto (fun N : ℕ => orderedProduct A N N) atTop (𝓝 (U 1)) :=
  tendsto_orderedProduct hA hU
```

## The exponential as a special case

For constant a, the transport is explicit:

U(t) = exp(ta), U′(t) = a exp(ta), U(0) = 1.

Here the existence of U is proved, not assumed.

```lean
/-- A constant matrix `a` generates the transport `U(t) = exp(t a)`. -/
theorem isTransport_exp_witness (a : Matrix n n ℂ) :
    IsTransport (fun _ => a) (fun t : ℝ => NormedSpace.exp (t • a)) := by
  have : CompleteSpace (Matrix n n ℂ) := FiniteDimensional.complete ℝ _
  exact ⟨by simp, fun t _ => (hasDerivAt_exp_smul_const' a t).hasDerivWithinAt⟩
```

Inserting this U and the power formula into the matrix theorem gives

(1 + a/N)^N → exp(a).

The `simp only` line rewrites the ordered product as a power and exp(1·a) as exp(a).

```lean
/-- For every complex square matrix `a`, the powers `(1 + a/N)^N` tend to `exp(a)`. -/
theorem tendsto_one_add_div_pow (a : Matrix n n ℂ) :
    Tendsto (fun N : ℕ => (1 + (1 / (N : ℝ)) • a) ^ N) atTop (𝓝 (NormedSpace.exp a)) := by
  have h := matrix_path_ordered_limit continuousOn_const (isTransport_exp_witness a)
  simp only [orderedProduct_const, one_smul] at h
  exact h

end

end PathOrderedProduct
```

```lean
#print axioms PathOrderedProduct.tendsto_orderedProduct
#print axioms PathOrderedProduct.error_of_lipschitz
#print axioms PathOrderedProduct.tendsto_one_add_div_pow
```

```
'PathOrderedProduct.tendsto_orderedProduct' depends on axioms: [propext, Classical.choice, Quot.sound]
'PathOrderedProduct.error_of_lipschitz' depends on axioms: [propext, Classical.choice, Quot.sound]
'PathOrderedProduct.tendsto_one_add_div_pow' depends on axioms: [propext, Classical.choice, Quot.sound]
```
